# A negative eigenvalue of the broadening ΓR gives some probe a negative transmission if E − H + iΓR/2 is invertible

A device with finitely many states is described at a real energy E by a square complex matrix H. The right contact enters through its broadening ΓR, a Hermitian matrix. Write X* for the adjoint of a matrix X, and ⟨x,y⟩ = Σᵢ x̄ᵢyᵢ for the inner product. The inverse Green function with only the right contact attached is

A = E − H + iΓR/2.

The sign is that of the retarded function, with self-energy −iΓR/2; any level shift from the contact is absorbed into H. A left contact with a single channel couples to one device state v, which need not be normalised, and has self-energy −ivv*/2, that is, broadening ΓL = vv* and no level shift. Call v admissible if A + ivv*/2 is invertible, and let G be the inverse. The Caroli transmission is then

T(v) = Re Tr(ΓL G ΓR G*).

**Claim.** If ΓR is Hermitian and A is invertible, then ΓR is positive semidefinite if and only if T(v) ≥ 0 for every admissible v.

H need not be Hermitian. In coherent transport calculations for non-interacting electrons, the claim says what is at stake when an approximate self-energy yields a broadening with a negative eigenvalue: if A is invertible at that energy, some single-channel probe has negative transmission. The particular left lead of a calculation may still show a positive one.

## From the quadratic form to the transmission

Since Tr(vv*M) = ⟨v,Mv⟩ for every matrix M,

T(v) = Re⟨v, G ΓR G*v⟩ = Re⟨G*v, ΓR G*v⟩.

If ΓR is positive semidefinite, this is nonnegative, which is one direction of the claim.

For the other direction, we need to reach a given vector x by G*v. Suppose A*x = av for some number a. Because (A + ivv*/2)* = A* − ivv*/2,

(A + ivv*/2)* x = (a − i⟨v,x⟩/2) v.

Applying G* gives

x = (a − i⟨v,x⟩/2) G*v,

and therefore

Re⟨x,ΓR x⟩ = |a − i⟨v,x⟩/2|² T(v).

A negative left side forces T(v) < 0.

Now take v = A*x, so that a = 1. This v is admissible whenever s = 1 − i⟨v,x⟩/2 is nonzero. To see this, let (A + ivv*/2)*y = 0 and put c = i⟨v,y⟩/2. Then A*y = cv = cA*x, so y = cx because A* is invertible. Taking the inner product with v and multiplying by i/2 gives c = c · i⟨v,x⟩/2, that is, cs = 0. Hence c = 0 and y = 0.

If ΓR is not positive semidefinite, choose x with ⟨x,ΓR x⟩ < 0. If s ≠ 0, the contact v = A*x has negative transmission. If s = 0, replace x by 2x. Then v doubles as well, i⟨v,x⟩/2 changes from 1 to 4, and the new factor is −3. The quadratic form is still negative, so the contact built from 2x has negative transmission.

## One site, and the contact that fails

Let the device be one site with real level h and ΓR = −γ, where γ > 0. Then

T(v) = −γ|v|² / ((E − h)² + (|v|² − γ)²/4),

which is negative for every admissible v ≠ 0.

The same example shows the error of assuming that v = A*x is always admissible. At E = h, the loss |v|² into the left contact can balance the gain γ exactly, and no Green function exists. This happens for |x|² = 4/γ. Doubling x gives |v|² = 4γ and T = −16/9.

## The device, the probe and the transmission in Lean

The type `n` labels the device states.

```lean
import Mathlib

open Matrix
open scoped ComplexOrder

namespace NegativeTransmission

noncomputable section

variable {n : Type*} [Fintype n] [DecidableEq n]
```

In `invGreen`, the argument `Γ` is the total broadening. Thus A is `invGreen E H ΓR`, and attaching the probe gives `invGreen E H (ΓR + probe v)`.

```lean
/-- The inverse Green function `E - H + iΓ/2` of a device with matrix `H` and total
broadening `Γ` at energy `E`. -/
def invGreen (E : ℝ) (H Γ : Matrix n n ℂ) : Matrix n n ℂ :=
  (E : ℂ) • (1 : Matrix n n ℂ) - H + (Complex.I / 2) • Γ

/-- The broadening `v v*` of a single-channel contact that couples to the device state `v`. -/
def probe (v : n → ℂ) : Matrix n n ℂ := vecMulVec v (star v)
```

The Caroli formula is taken as the definition of transmission, not derived from a scattering problem. For Hermitian `ΓR` and a probe on the left the trace is already real, so taking the real part loses nothing.

```lean
/-- The Caroli transmission, the real part of `Tr (ΓL G ΓR G*)`. -/
def transmission (ΓL ΓR G : Matrix n n ℂ) : ℝ := (trace (ΓL * G * ΓR * Gᴴ)).re
```

## The transmission as a quadratic form

The local statement `h` is the identity Tr(vv*M) = ⟨v,Mv⟩. The remaining rewrites move G across the inner product, so the form is evaluated at G*v, not at Gv.

```lean
omit [DecidableEq n] in
/-- For a single-channel left contact the Caroli transmission is the real part of the
quadratic form of `ΓR` at the vector `G* v`. -/
theorem transmission_probe (v : n → ℂ) (ΓR G : Matrix n n ℂ) :
    transmission (probe v) ΓR G = (star (Gᴴ *ᵥ v) ⬝ᵥ ΓR *ᵥ (Gᴴ *ᵥ v)).re := by
  have h (M : Matrix n n ℂ) : trace (probe v * M) = star v ⬝ᵥ M *ᵥ v := by
    simp only [trace, diag_apply, mul_apply, probe, vecMulVec_apply, dotProduct, mulVec,
      Finset.mul_sum]
    rw [Finset.sum_comm]
    exact Finset.sum_congr rfl fun i _ => Finset.sum_congr rfl fun j _ => by ring
  rw [transmission, mul_assoc, mul_assoc, h, star_mulVec, conjTranspose_conjTranspose,
    ← dotProduct_mulVec, mulVec_mulVec, mulVec_mulVec, mul_assoc]
```

Rescaling a vector multiplies its form by a squared modulus. This is used both for the relation between x and G*v and for the step from x to 2x.

```lean
omit [DecidableEq n] in
/-- Rescaling a state by `s` multiplies the real part of its quadratic form by `|s|²`. -/
theorem form_smul (s : ℂ) (x : n → ℂ) (Γ : Matrix n n ℂ) :
    (star (s • x) ⬝ᵥ Γ *ᵥ (s • x)).re = Complex.normSq s * (star x ⬝ᵥ Γ *ᵥ x).re := by
  have h : star s * s = (Complex.normSq s : ℂ) := Complex.normSq_eq_conj_mul_self.symm
  rw [star_smul, mulVec_smul, smul_dotProduct, dotProduct_smul, smul_eq_mul, smul_eq_mul,
    ← mul_assoc, h, Complex.re_ofReal_mul]
```

## Attaching the probe

The next lemma computes (A + ivv*/2)*y = A*y − (i⟨v,y⟩/2)v. Its four local facts are that vv* is Hermitian, that it sends y to ⟨v,y⟩v, that the probe adds ivv*/2 to the inverse Green function, and that conjugation changes the sign of i/2.

```lean
/-- Attaching the contact `v v*` changes the adjoint inverse Green function by a term
directed along `v`. -/
theorem adjoint_apply (E : ℝ) (H Γ : Matrix n n ℂ) (v y : n → ℂ) :
    (invGreen E H (Γ + probe v))ᴴ *ᵥ y =
      (invGreen E H Γ)ᴴ *ᵥ y - (Complex.I / 2 * (star v ⬝ᵥ y)) • v := by
  have h1 : (probe v)ᴴ = probe v := by
    ext i j
    simp [probe, vecMulVec_apply, mul_comm]
  have h2 : probe v *ᵥ y = (star v ⬝ᵥ y) • v := by
    ext i
    simp only [probe, mulVec, dotProduct, vecMulVec_apply, Pi.smul_apply, smul_eq_mul,
      Finset.sum_mul]
    exact Finset.sum_congr rfl fun j _ => by ring
  have h3 : invGreen E H (Γ + probe v) = invGreen E H Γ + (Complex.I / 2) • probe v := by
    simp only [invGreen, smul_add]
    abel
  have h4 : star (Complex.I / 2) = -(Complex.I / 2) := by
    rw [Complex.star_def]
    apply Complex.ext
    · rw [Complex.conj_re, Complex.neg_re]
      simp
    · rw [Complex.conj_im, Complex.neg_im]
  rw [h3, conjTranspose_add, conjTranspose_smul, h1, h4, add_mulVec, smul_mulVec, h2,
    smul_smul, neg_mul, neg_smul, sub_eq_add_neg]
```

The Green function enters as any matrix `G` satisfying `invGreen E H (Γ + probe v) * G = 1`; for square matrices a one-sided inverse is two-sided. Taking adjoints and applying G* yields the formula for x.

```lean
/-- If the adjoint inverse Green function without the left contact sends `x` to `a v`, then `x`
is a multiple of `G* v`, where `G` is the Green function with the contact `v v*` attached. -/
theorem dressed_state {E : ℝ} {H Γ G : Matrix n n ℂ} {v x : n → ℂ} {a : ℂ}
    (hG : invGreen E H (Γ + probe v) * G = 1) (hx : (invGreen E H Γ)ᴴ *ᵥ x = a • v) :
    x = (a - Complex.I / 2 * (star v ⬝ᵥ x)) • (Gᴴ *ᵥ v) := by
  have h : Gᴴ * (invGreen E H (Γ + probe v))ᴴ = 1 := by
    rw [← conjTranspose_mul, hG, conjTranspose_one]
  calc x = (Gᴴ * (invGreen E H (Γ + probe v))ᴴ) *ᵥ x := by rw [h, one_mulVec]
    _ = Gᴴ *ᵥ (a • v - (Complex.I / 2 * (star v ⬝ᵥ x)) • v) := by
        rw [← mulVec_mulVec, adjoint_apply, hx]
    _ = _ := by rw [← sub_smul, mulVec_smul]
```

Inserting that formula into the quadratic form gives the relation with T(v). Neither lemma assumes that A is invertible, and a = 0 is allowed.

```lean
/-- Let the adjoint of `E - H + iΓR/2` send `x` to `a v`, and let `G` be the Green function with the
contact `v v*` attached. Then the real part of the quadratic form of `ΓR` at `x` is the transmission
times `|a - i⟨v,x⟩/2|²`. -/
theorem form_eq_transmission {E : ℝ} {H ΓR G : Matrix n n ℂ} {v x : n → ℂ} {a : ℂ}
    (hG : invGreen E H (ΓR + probe v) * G = 1) (hx : (invGreen E H ΓR)ᴴ *ᵥ x = a • v) :
    (star x ⬝ᵥ ΓR *ᵥ x).re =
      Complex.normSq (a - Complex.I / 2 * (star v ⬝ᵥ x)) * transmission (probe v) ΓR G := by
  rw [transmission_probe, ← form_smul, ← dressed_state hG hx]
```

Invertibility of A is used in the existence lemma. The matrix `K` is the inverse of A*. If the determinant of (A + ivv*/2)* vanished, there would be a nonzero null vector y; `hyx` is y = cx, and `hc` is cs = 0. Both cases contradict the assumptions.

```lean
/-- Let `E - H + iΓ/2` be invertible with adjoint sending `x` to `v`. If `1 - i⟨v,x⟩/2` is
nonzero, the Green function with the contact `v v*` attached exists. -/
theorem exists_green {E : ℝ} {H Γ : Matrix n n ℂ} {v x : n → ℂ}
    (hA : IsUnit (invGreen E H Γ)) (hx : (invGreen E H Γ)ᴴ *ᵥ x = v)
    (hs : 1 - Complex.I / 2 * (star v ⬝ᵥ x) ≠ 0) :
    ∃ G, invGreen E H (Γ + probe v) * G = 1 := by
  obtain ⟨K, hK⟩ : ∃ K, K * (invGreen E H Γ)ᴴ = 1 := by
    obtain ⟨u, hu⟩ := hA
    exact ⟨(↑u⁻¹ : Matrix n n ℂ)ᴴ, by
      rw [← conjTranspose_mul, ← hu, Units.mul_inv, conjTranspose_one]⟩
  have hdet : (invGreen E H (Γ + probe v))ᴴ.det ≠ 0 := by
    intro h0
    obtain ⟨y, hy, hBy⟩ := exists_mulVec_eq_zero_iff.mpr h0
    rw [adjoint_apply, sub_eq_zero] at hBy
    -- a null vector would have to be a multiple of `x`
    have hyx : y = (Complex.I / 2 * (star v ⬝ᵥ y)) • x := by
      calc y = K *ᵥ ((invGreen E H Γ)ᴴ *ᵥ y) := by rw [mulVec_mulVec, hK, one_mulVec]
        _ = K *ᵥ ((Complex.I / 2 * (star v ⬝ᵥ y)) • ((invGreen E H Γ)ᴴ *ᵥ x)) := by
            rw [hBy, hx]
        _ = _ := by rw [mulVec_smul, mulVec_mulVec, hK, one_mulVec]
    have h1 := congrArg (fun z => star v ⬝ᵥ z) hyx
    simp only [dotProduct_smul, smul_eq_mul] at h1
    have hc : Complex.I / 2 * (star v ⬝ᵥ y) * (1 - Complex.I / 2 * (star v ⬝ᵥ x)) = 0 := by
      linear_combination (Complex.I / 2) * h1
    rcases mul_eq_zero.mp hc with h | h
    · exact hy (by rw [hyx, h, zero_smul])
    · exact hs h
  generalize invGreen E H (Γ + probe v) = B at hdet ⊢
  refine ⟨(Bᴴ⁻¹)ᴴ, ?_⟩
  calc B * (Bᴴ⁻¹)ᴴ = (Bᴴ⁻¹ * Bᴴ)ᴴ := by rw [conjTranspose_mul, conjTranspose_conjTranspose]
    _ = 1 := by rw [nonsing_inv_mul _ (isUnit_iff_ne_zero.mpr hdet), conjTranspose_one]
```

## A probe with negative transmission

The first part of the proof finds x with negative form. Positive semidefiniteness in Mathlib asks for a form that is nonnegative as a complex number, hence real, and Hermiticity of `ΓR` supplies the vanishing imaginary part. The statement `key` treats any vector with negative form whose factor s is nonzero, and the final case distinction applies it to x or to 2x. In the second case, `h3` would give 3 = 0.

```lean
/-- If `ΓR` is Hermitian but not positive semidefinite and `E - H + iΓR/2` is invertible, some
single-channel left contact has a Green function and a strictly negative transmission. -/
theorem exists_negative_transmission {E : ℝ} {H ΓR : Matrix n n ℂ} (hΓ : ΓR.IsHermitian)
    (hA : IsUnit (invGreen E H ΓR)) (hneg : ¬ ΓR.PosSemidef) :
    ∃ v G, invGreen E H (ΓR + probe v) * G = 1 ∧ transmission (probe v) ΓR G < 0 := by
  obtain ⟨x, hx⟩ : ∃ x : n → ℂ, (star x ⬝ᵥ ΓR *ᵥ x).re < 0 := by
    by_contra! h
    refine hneg (PosSemidef.of_dotProduct_mulVec_nonneg hΓ fun x => ?_)
    -- the form of a Hermitian matrix is real
    have hr : star x ⬝ᵥ ΓR *ᵥ x = star (star x ⬝ᵥ ΓR *ᵥ x) := by
      calc star x ⬝ᵥ ΓR *ᵥ x = star (star (ΓR *ᵥ x) ⬝ᵥ x) := star_dotProduct _ _
        _ = _ := by rw [star_mulVec, hΓ.eq, ← dotProduct_mulVec]
    have hi := congrArg Complex.im hr
    rw [Complex.star_def, Complex.conj_im] at hi
    exact Complex.le_def.mpr ⟨h x, by rw [Complex.zero_im]; linarith⟩
  have key (y : n → ℂ) (hy : (star y ⬝ᵥ ΓR *ᵥ y).re < 0)
      (hs : 1 - Complex.I / 2 * (star ((invGreen E H ΓR)ᴴ *ᵥ y) ⬝ᵥ y) ≠ 0) :
      ∃ v G, invGreen E H (ΓR + probe v) * G = 1 ∧ transmission (probe v) ΓR G < 0 := by
    obtain ⟨G, hG⟩ := exists_green hA rfl hs
    refine ⟨_, G, hG, ?_⟩
    by_contra hT
    rw [form_eq_transmission hG (one_smul ℂ _).symm] at hy
    exact not_lt_of_ge (mul_nonneg (Complex.normSq_nonneg _) (not_lt.mp hT)) hy
  -- if the contact built from `x` is singular, the one built from `2x` is not
  by_cases hs : 1 - Complex.I / 2 * (star ((invGreen E H ΓR)ᴴ *ᵥ x) ⬝ᵥ x) = 0
  · apply key ((2 : ℂ) • x)
    · rw [form_smul]
      exact mul_neg_of_pos_of_neg (Complex.normSq_pos.mpr two_ne_zero) hx
    · intro h
      have h2 : star (2 : ℂ) = 2 := by simp
      rw [mulVec_smul, star_smul, smul_dotProduct, dotProduct_smul, h2, smul_eq_mul,
        smul_eq_mul] at h
      have h3 : (3 : ℂ) = 0 := by linear_combination 4 * hs - h
      norm_num at h3
  · exact key x hx hs
```

The equivalence reads: for Hermitian `ΓR` and invertible A (`IsUnit`), `ΓR` is positive semidefinite exactly when every pair `v`, `G` satisfying the Green function equation has nonnegative transmission. The energy is fixed, the device is finite, and the contact vector ranges over all of the device space. The forward direction uses neither of the two hypotheses; the converse is the preceding theorem read by contradiction.

```lean
/-- For Hermitian `ΓR` and invertible `E - H + iΓR/2`, the broadening `ΓR` is positive
semidefinite if and only if every single-channel left contact for which the Green function
exists has nonnegative transmission. -/
theorem posSemidef_iff_transmission_nonneg {E : ℝ} {H ΓR : Matrix n n ℂ}
    (hΓ : ΓR.IsHermitian) (hA : IsUnit (invGreen E H ΓR)) :
    ΓR.PosSemidef ↔ ∀ v G, invGreen E H (ΓR + probe v) * G = 1 →
      0 ≤ transmission (probe v) ΓR G := by
  constructor
  · intro h v G _
    rw [transmission_probe]
    exact (Complex.le_def.mp (h.dotProduct_mulVec_nonneg (Gᴴ *ᵥ v))).1
  · intro h
    by_contra hneg
    obtain ⟨v, G, hG, hT⟩ := exists_negative_transmission hΓ hA hneg
    exact not_lt_of_ge (h v G hG) hT
```

## A gain-loss dimer with a singular A

Two sites with hopping amplitude −1, loss 2 on the first site and gain 2 on the second show what can happen when A is singular.

```lean
/-- The Hamiltonian of two sites joined by a hopping amplitude `-1`. -/
def dimerH : Matrix (Fin 2) (Fin 2) ℂ := !![0, -1; -1, 0]

/-- A broadening with loss on the first site and equal gain on the second. -/
def dimerΓ : Matrix (Fin 2) (Fin 2) ℂ := !![2, 0; 0, -2]
```

At E = 0, the matrix A has rows (i, 1) and (1, −i), and its determinant is 1 − 1 = 0. The vector x = (1, i) satisfies A*x = 0 and ⟨x,ΓR x⟩ = 2 − 2 = 0. With a = 0, the relation above becomes

0 = |⟨v,x⟩/2|² T(v).

For an admissible v the factor is nonzero, since otherwise the formula for x would give x = 0. Hence T(v) = 0 for every admissible v, although ΓR has the eigenvalue −2. Hermitian H and ΓR, together with the existence of an admissible probe, are therefore not enough for the equivalence.

The theorem states three things: the broadening is not positive semidefinite, every admissible probe has zero transmission, and the probe v = (1, 0) is admissible, with its Green function written out. The proof tests the form at (0, 1), applies the argument just given, and multiplies the two matrices entry by entry.

```lean
/-- For the gain-loss dimer at `E = 0` the broadening is not positive semidefinite, yet every
single-channel left contact with a Green function has zero transmission; the contact on the
first site is one with a Green function, given explicitly. -/
theorem dimer_zero_transmission :
    ¬ dimerΓ.PosSemidef ∧
    (∀ v G, invGreen 0 dimerH (dimerΓ + probe v) * G = 1 →
      transmission (probe v) dimerΓ G = 0) ∧
    invGreen 0 dimerH (dimerΓ + probe ![1, 0]) *
      !![-2 * Complex.I, -2; -2, 3 * Complex.I] = 1 := by
  refine ⟨fun h => ?_, fun v G hG => ?_, ?_⟩
  · have h1 := (Complex.le_def.mp (h.dotProduct_mulVec_nonneg ![0, 1])).1
    norm_num [dimerΓ, mulVec, dotProduct, Fin.sum_univ_two] at h1
  · -- `(1, i)` is a null vector of the adjoint inverse Green function without the contact
    have hk : (invGreen 0 dimerH dimerΓ)ᴴ *ᵥ ![1, Complex.I] = (0 : ℂ) • v := by
      ext i
      fin_cases i <;>
        simp [invGreen, dimerH, dimerΓ, mulVec, dotProduct, Fin.sum_univ_two]
    have h0 : (star ![1, Complex.I] ⬝ᵥ dimerΓ *ᵥ ![1, Complex.I]).re = 0 := by
      simp [dimerΓ, mulVec, dotProduct, Fin.sum_univ_two]
    have h := form_eq_transmission hG hk
    rw [h0] at h
    rcases mul_eq_zero.mp h.symm with h | h
    · have hd := dressed_state hG hk
      rw [Complex.normSq_eq_zero.mp h, zero_smul] at hd
      have h1 := congrFun hd 0
      simp at h1
    · exact h
  · have hp : dimerΓ + probe ![1, 0] = !![3, 0; 0, -2] := by
      ext i j
      rw [Matrix.add_apply, probe, vecMulVec_apply]
      fin_cases i <;> fin_cases j <;> simp [dimerΓ]
      norm_num
    rw [hp]
    ext i j
    fin_cases i <;> fin_cases j <;>
      simp [invGreen, dimerH, Matrix.mul_apply, Fin.sum_univ_two, Complex.ext_iff] <;>
      norm_num

end

end NegativeTransmission
```

```lean
#print axioms NegativeTransmission.exists_negative_transmission
#print axioms NegativeTransmission.posSemidef_iff_transmission_nonneg
#print axioms NegativeTransmission.dimer_zero_transmission
```

```
'NegativeTransmission.exists_negative_transmission' depends on axioms: [propext, Classical.choice, Quot.sound]
'NegativeTransmission.posSemidef_iff_transmission_nonneg' depends on axioms: [propext, Classical.choice, Quot.sound]
'NegativeTransmission.dimer_zero_transmission' depends on axioms: [propext, Classical.choice, Quot.sound]
```
